# Cancellation of the $N^2$ terms at fourth order for $N$ non-interacting two-level H₂ units

The ground-state energy of $N$ identical molecules that do not interact is $N$ times the ground-state energy of one. Rayleigh–Schrödinger perturbation theory does not show this term by term: the fourth-order energy contains two contributions that each grow as $N^2$. If they failed to cancel, or if a truncated configuration space dropped one of them, the energy per molecule would change whenever a distant spectator molecule was added. For two-level units whose excited level lies above the reference level, the two contributions are computed exactly below, and their sum is linear in $N$. This is one instance of linked-cluster cancellation, at one order and in one non-interacting model; no diagrams and no general order enter.

## Configurations and the two operators

```lean
import Mathlib

open Matrix

namespace HydrogenArrayLinkedCluster

noncomputable section

/-- A state of `N` non-interacting two-level units: one real amplitude for each set `S` of
excited units. -/
abbrev State (N : ℕ) := Finset (Fin N) → ℝ
```

`Fin N` is the set of unit labels $0,\dots,N-1$, and `Finset (Fin N)` is the type of its subsets $S$. A state $y$ assigns a real amplitude $y(S)$ to each subset, so it is a vector with $2^N$ components. Each unit stands for minimal-basis H₂, either in its reference determinant or with both electrons promoted to the antibonding orbital, and $S$ lists the promoted units. Thus $|S|=1$ is a double excitation and $|S|=2$ a quadruple one.

```lean
variable {N : ℕ}

/-- The state with amplitude one on every configuration with exactly `n` excited units;
`level N 0` is the reference state. -/
def level (N n : ℕ) : State N := fun S => if S.card = n then 1 else 0
```

`fun S => ...` defines a vector by its components, and `S.card` is $|S|$. Write $L_n$ for `level N n`: $L_n(S)=1$ if $|S|=n$, and $0$ otherwise. The reference state is $y_0=L_0$. The vectors $L_n$ are unnormalised, and $L_n=0$ for $n>N$.

```lean
/-- The zeroth-order Hamiltonian: diagonal, with energy `2D` per excited unit. -/
def H0 (D : ℝ) (y : State N) : State N := fun S => 2 * D * S.card * y S
```

This reads $(H_0y)(S)=2D\,|S|\,y(S)$. The constant $2D$ is the energy gap between the two determinants of one molecule, and the reference has zeroth-order energy $E_0=0$.

```lean
/-- The perturbation: it couples `S` with strength `K` to every configuration obtained by
removing one unit from `S` or adding one unit to `S`. -/
def V (K : ℝ) (y : State N) : State N :=
  fun S => K * (∑ i ∈ S, y (S.erase i) + ∑ i ∈ Sᶜ, y (insert i S))
```

With $S^c$ the complement of $S$,
$$(Vy)(S)=K\Big(\sum_{i\in S}y(S\setminus\{i\})+\sum_{i\in S^c}y(S\cup\{i\})\Big).$$
The constant $K$ is the matrix element between the two determinants of one molecule. With the usual phase convention it is the exchange integral between the bonding and antibonding orbitals, which is positive; reversing the sign of the excited determinant reverses the sign of $K$, and the theorems allow any real $K$. No term acts on two units at once, which is how the absence of interaction is built in. The whole diagonal sits in $H_0$, so the partition differs from the Møller–Plesset one, where the perturbation has diagonal elements.

## The perturbation equations as hypotheses

Expanding $(H_0+\lambda V)y=Ey$ with $y=\sum_k\lambda^ky_k$ and $E=\sum_k\lambda^kE_k$ in a formal parameter $\lambda$ gives one equation per power.

```lean
/-- The first- and second-order Rayleigh–Schrödinger equations for the reference state
(zeroth-order energy zero), with intermediate normalisation. -/
structure SecondOrder (D K : ℝ) (y1 y2 : State N) (E1 E2 : ℝ) : Prop where
  norm1 : level N 0 ⬝ᵥ y1 = 0
  norm2 : level N 0 ⬝ᵥ y2 = 0
  eq1 : H0 D y1 + V K (level N 0) = E1 • level N 0
  eq2 : H0 D y2 + V K y1 = E1 • y1 + E2 • level N 0
```

A `structure ... : Prop` is a named list of conditions. The symbol `⬝ᵥ` is the dot product $\langle x,y\rangle=\sum_Sx(S)y(S)$, and `•` multiplies a vector by a number. The four conditions are $\langle y_0,y_1\rangle=0$, $\langle y_0,y_2\rangle=0$ and
$$H_0y_1+Vy_0=E_1y_0,\qquad H_0y_2+Vy_1=E_1y_1+E_2y_0 .$$

```lean
/-- The Rayleigh–Schrödinger equations through third order, with intermediate
normalisation. -/
structure ThirdOrder (D K : ℝ) (y1 y2 y3 : State N) (E1 E2 E3 : ℝ) : Prop where
  second : SecondOrder D K y1 y2 E1 E2
  norm3 : level N 0 ⬝ᵥ y3 = 0
  eq3 : H0 D y3 + V K y2 = E1 • y2 + E2 • y1 + E3 • level N 0
```

This adds $\langle y_0,y_3\rangle=0$ and $H_0y_3+Vy_2=E_1y_2+E_2y_1+E_3y_0$. The equations are assumed in this form: the expansion in $\lambda$ and its convergence are not treated.

## The explicit corrections

```lean
/-- The ratio `t = K / (2D)` of the coupling to the excitation energy of one unit. -/
def amp (D K : ℝ) : ℝ := K / (2 * D)
```

The ratio $t=K/(2D)$ is the natural small parameter, although no theorem requires it to be small.

```lean
/-- The state with amplitude `-t` on each configuration with one excited unit. -/
def psi1 (N : ℕ) (D K : ℝ) : State N := (-amp D K) • level N 1
```

This is $\psi_1=-tL_1$.

```lean
/-- The state with amplitude `t²` on each configuration with two excited units. -/
def psi2 (N : ℕ) (D K : ℝ) : State N := (amp D K ^ 2) • level N 2
```

This is $\psi_2=t^2L_2$; the amplitude on a pair is the product $(-t)(-t)$ of two single-unit amplitudes.

```lean
/-- The state with amplitude `t³` on configurations with one excited unit and `-t³` on those
with three. -/
def psi3 (N : ℕ) (D K : ℝ) : State N := (amp D K ^ 3) • (level N 1 - level N 3)
```

This is $\psi_3=t^3(L_1-L_3)$. So far these are only names for candidate vectors.

## How $V$ moves between excitation levels

```lean
/-- On a state depending only on the excitation number, `V` collects `|S|` contributions from
the level below and `N - |S|` from the level above. -/
theorem V_card (K : ℝ) (f : ℕ → ℝ) (S : Finset (Fin N)) :
    V K (fun T : Finset (Fin N) => f T.card) S
      = K * (S.card * f (S.card - 1) + ((N : ℝ) - S.card) * f (S.card + 1)) := by
  have hle : S.card ≤ N := by simpa using S.card_le_univ
  have e1 : ∀ i ∈ S, f (S.erase i).card = f (S.card - 1) :=
    fun i hi => by rw [Finset.card_erase_of_mem hi]
  have e2 : ∀ i ∈ Sᶜ, f (insert i S).card = f (S.card + 1) :=
    fun i hi => by rw [Finset.card_insert_of_notMem (Finset.mem_compl.1 hi)]
  show K * (∑ i ∈ S, f (S.erase i).card + ∑ i ∈ Sᶜ, f (insert i S).card) = _
  rw [Finset.sum_congr rfl e1, Finset.sum_congr rfl e2, Finset.sum_const, Finset.sum_const,
    nsmul_eq_mul, nsmul_eq_mul, Finset.card_compl, Fintype.card_fin, Nat.cast_sub hle]
```

A theorem lists its arguments, then the claim after the colon, then the proof after `by`. If $y(T)=f(|T|)$ for a function $f$ on the natural numbers, then
$$(Vy)(S)=K\big(|S|\,f(|S|-1)+(N-|S|)\,f(|S|+1)\big).$$
There are $|S|$ removals, each giving a set of size $|S|-1$ (step `e1`), and $N-|S|$ insertions, each giving size $|S|+1$ (step `e2`). The final `rw` replaces each sum of equal terms by count times value. For $S=\emptyset$ Lean evaluates `S.card - 1` as $0$, which is harmless because the prefactor $|S|$ vanishes.

```lean
/-- `V` sends the reference state to `K` times the sum of configurations with one excited unit. -/
theorem V_level_zero (K : ℝ) : V K (level N 0) = K • level N 1 := by
  funext S
  refine (V_card K (fun m => if m = 0 then 1 else 0) S).trans ?_
  simp only [level, Pi.smul_apply, smul_eq_mul]
  generalize S.card = m
  rcases m with _ | _ | m <;> simp
```

This is $VL_0=KL_1$. Taking $f$ as the indicator of $0$, only $|S|=1$ receives a contribution, from its single removal. The proof names the size $m$ and checks $m=0$, $m=1$ and $m\ge2$.

```lean
/-- `V` sends level `n + 1` to level `n + 2` with weight `K (n + 2)` and to level `n` with
weight `K (N - n)`. -/
theorem V_level_succ (K c : ℝ) (n : ℕ) :
    V K (c • level N (n + 1)) = (K * c * ((n : ℝ) + 2)) • level N (n + 2)
      + (K * c * ((N : ℝ) - n)) • level N n := by
  funext S
  refine (V_card K (fun m => c * (if m = n + 1 then 1 else 0)) S).trans ?_
  simp only [level, Pi.add_apply, Pi.smul_apply, smul_eq_mul]
  generalize S.card = m
  split_ifs <;> first | (exfalso; omega) | (subst_vars; push_cast; ring)
```

For any number $c$,
$$V(cL_{n+1})=Kc\,(n+2)\,L_{n+2}+Kc\,(N-n)\,L_n .$$
A set of size $n+2$ reaches size $n+1$ by $n+2$ removals, and a set of size $n$ by $N-n$ insertions. `split_ifs` runs through the size cases, `omega` discards contradictory ones such as $m=n$ together with $m=n+2$, and `ring` checks the remaining algebra.

```lean
/-- The overlap with the reference state is the amplitude on the empty configuration. -/
theorem level_zero_dot (y : State N) : level N 0 ⬝ᵥ y = y ∅ := by
  simp [dotProduct, level, Finset.card_eq_zero]
```

This is $\langle y_0,y\rangle=y(\emptyset)$, so intermediate normalisation means zero amplitude on the empty set.

```lean
/-- The squared norm of level `n` is the binomial coefficient `C(N, n)`. -/
theorem level_norm (n : ℕ) : level N n ⬝ᵥ level N n = (N.choose n : ℝ) := by
  have h : ∀ S, level N n S * level N n S = if S.card = n then (1 : ℝ) else 0 := by
    intro S
    simp only [level]
    split_ifs <;> simp
  have hf : Finset.univ.filter (fun S : Finset (Fin N) => S.card = n)
      = Finset.powersetCard n Finset.univ := by
    ext S
    simp [Finset.mem_powersetCard]
  simp only [dotProduct, h]
  rw [Finset.sum_boole, hf, Finset.card_powersetCard, Finset.card_univ, Fintype.card_fin]
```

This is $\langle L_n,L_n\rangle=\binom Nn$, the number of subsets of size $n$. With normalised vectors $|n\rangle=L_n/\sqrt{\binom Nn}$ for $n\le N$, one would write $\psi_1=-t\sqrt N\,|1\rangle$ and $\psi_2=t^2\sqrt{N(N-1)/2}\,|2\rangle$.

## Solving order by order

```lean
/-- For `D > 0` an equation `H0 y + r = s + E y0` with `y` orthogonal to the reference state
determines both `y` and `E`. -/
theorem solve_unique {D E E' : ℝ} {y z r s : State N} (hD : 0 < D)
    (hy : level N 0 ⬝ᵥ y = 0) (hz : level N 0 ⬝ᵥ z = 0)
    (h1 : H0 D y + r = s + E • level N 0) (h2 : H0 D z + r = s + E' • level N 0) :
    y = z ∧ E = E' := by
  rw [level_zero_dot] at hy hz
  have key : ∀ S : Finset (Fin N), 2 * D * S.card * y S - E * level N 0 S
      = 2 * D * S.card * z S - E' * level N 0 S := by
    intro S
    have a := congrFun h1 S
    have b := congrFun h2 S
    simp only [H0, Pi.add_apply, Pi.smul_apply, smul_eq_mul] at a b
    linarith
  constructor
  · funext S
    by_cases hS : S.card = 0
    · rw [Finset.card_eq_zero.1 hS, hy, hz]
    · -- excited configurations have a nonzero energy denominator
      have k := key S
      simp only [level, if_neg hS, mul_zero, sub_zero] at k
      have hc : (S.card : ℝ) ≠ 0 := Nat.cast_ne_zero.2 hS
      exact mul_left_cancel₀ (mul_ne_zero (mul_ne_zero two_ne_zero hD.ne') hc) k
  · simpa [level] using key ∅
```

Arguments such as `hD : 0 < D` are hypotheses. Suppose $H_0y+r=s+Ey_0$ and $H_0z+r=s+E'y_0$ with the same vectors $r,s$, and $y,z$ both orthogonal to $y_0$. Subtracting at each $S$ gives `key`:
$$2D|S|\,y(S)-E\,L_0(S)=2D|S|\,z(S)-E'L_0(S).$$
For $S\neq\emptyset$, cancel $2D|S|\neq0$ to get $y(S)=z(S)$. At $S=\emptyset$ both amplitudes vanish by normalisation, and `key` reduces to $E=E'$. The condition $D>0$ says that the reference lies below every excited configuration, and the proof uses it through $D\neq0$.

```lean
/-- The states `psi1`, `psi2`, `psi3` with `E1 = 0`, `E2 = -N K² / (2D)`, `E3 = 0` satisfy the
perturbation equations through third order. -/
theorem thirdOrder_witness (N : ℕ) {D : ℝ} (hD : 0 < D) (K : ℝ) :
    ThirdOrder D K (psi1 N D K) (psi2 N D K) (psi3 N D K) 0 (-(N * K ^ 2) / (2 * D)) 0 := by
  have hD' := hD.ne'
  have ht : K = 2 * D * amp D K := by unfold amp; field_simp
  have hE : -(N * K ^ 2) / (2 * D) = -(N * K * amp D K) := by unfold amp; ring
  rw [hE]
  clear hE
  unfold psi1 psi2 psi3
  -- in terms of `t` every equation is polynomial
  generalize amp D K = t at ht ⊢
  subst ht
  have hV1 : V (2 * D * t) ((-t) • level N 1) = _ := V_level_succ (2 * D * t) (-t) 0
  have hV2 : V (2 * D * t) ((t ^ 2) • level N 2) = _ := V_level_succ (2 * D * t) (t ^ 2) 1
  refine ⟨⟨?_, ?_, ?_, ?_⟩, ?_, ?_⟩
  all_goals first
    | (rw [level_zero_dot]; simp [level])
    | (first | rw [V_level_zero] | rw [hV1] | rw [hV2]
       funext S
       simp only [H0, level, Pi.add_apply, Pi.sub_apply, Pi.smul_apply, smul_eq_mul]
       generalize S.card = m
       split_ifs <;> first | (exfalso; omega) | (subst_vars; push_cast; ring))
```

The candidates solve all three equations. First order: $H_0y_1=E_1L_0-KL_1$ gives $E_1=0$ at $\emptyset$ and amplitude $-K/(2D)=-t$ on level 1. Second order: $V\psi_1=-Kt(2L_2+NL_0)$, so
$$H_0y_2=2KtL_2+(NKt+E_2)L_0 .$$
Level 0 gives $E_2=-NKt=-NK^2/(2D)$, and level 2 gives amplitude $2Kt/(4D)=t^2$. Third order: $V\psi_2=Kt^2\big(3L_3+(N-1)L_1\big)$ and $E_2\psi_1=NKt^2L_1$, so
$$H_0y_3=Kt^2\big[N-(N-1)\big]L_1-3Kt^2L_3+E_3L_0 .$$
Hence $E_3=0$, the level-1 amplitude is $Kt^2/(2D)=t^3$, and the level-3 amplitude is $-3Kt^2/(6D)=-t^3$. The bracket already shows the cancellation. Lean substitutes $K=2Dt$ to remove all fractions, records $V\psi_1$ and $V\psi_2$ as `hV1` and `hV2`, splits the claim into three normalisations and three equations, and checks each equation level by level.

```lean
/-- For `D > 0` the first- and second-order equations force `y1 = psi1`, `y2 = psi2`, `E1 = 0`
and `E2 = -N K² / (2D)`. -/
theorem secondOrder_solution {D K E1 E2 : ℝ} {y1 y2 : State N} (hD : 0 < D)
    (h : SecondOrder D K y1 y2 E1 E2) :
    y1 = psi1 N D K ∧ y2 = psi2 N D K ∧ E1 = 0 ∧ E2 = -(N * K ^ 2) / (2 * D) := by
  have w := (thirdOrder_witness N hD K).second
  obtain ⟨rfl, rfl⟩ := solve_unique hD h.norm1 w.norm1
    (h.eq1.trans (zero_add _).symm) (w.eq1.trans (zero_add _).symm)
  obtain ⟨rfl, rfl⟩ := solve_unique hD h.norm2 w.norm2 h.eq2 w.eq2
  exact ⟨rfl, rfl, rfl, rfl⟩
```

Any solution through second order equals the explicit one. `solve_unique` is applied twice: first with $r=Vy_0$ and $s=0$, which fixes $y_1$ and $E_1$, then with $r=Vy_1$ and $s=E_1y_1$, which are by then the same vectors in both equations. The pattern `⟨rfl, rfl⟩` substitutes the values found.

## The two fourth-order terms and their sum

Projecting the fourth-order equation on $y_0$ gives $E_4=\langle y_0,Vy_3\rangle$. With $E_1=0$, symmetric $H_0$ and $V$, and the first-, third- and second-order equations used in that order,
$$\langle Vy_0,y_3\rangle=-\langle y_1,H_0y_3\rangle=\langle Vy_1,y_2\rangle-E_2\langle y_1,y_1\rangle=-\langle y_2,H_0y_2\rangle-E_2\langle y_1,y_1\rangle .$$
The file contains neither the fourth-order equation nor this rearrangement, and the normalised forms above and the comparisons further down are likewise commentary; what it proves is the value of each side separately.

```lean
/-- For any solution through second order, `-⟨y2, H0 y2⟩ = -N(N-1)K⁴/(8D³)` and
`-E2 ⟨y1, y1⟩ = N²K⁴/(8D³)`, and their sum is `N K⁴/(8D³)`. -/
theorem quadratic_terms_cancel {D K E1 E2 : ℝ} {y1 y2 : State N} (hD : 0 < D)
    (h : SecondOrder D K y1 y2 E1 E2) :
    -(y2 ⬝ᵥ H0 D y2) = -(N * (N - 1) * K ^ 4) / (8 * D ^ 3) ∧
    -E2 * (y1 ⬝ᵥ y1) = N ^ 2 * K ^ 4 / (8 * D ^ 3) ∧
    -(y2 ⬝ᵥ H0 D y2) + -E2 * (y1 ⬝ᵥ y1) = N * K ^ 4 / (8 * D ^ 3) := by
  have hD' := hD.ne'
  obtain ⟨rfl, rfl, rfl, rfl⟩ := secondOrder_solution hD h
  have hH : H0 D (psi2 N D K) = (4 * D * amp D K ^ 2) • level N 2 := by
    funext S
    simp only [H0, psi2, level, Pi.smul_apply, smul_eq_mul]
    split_ifs with hS
    · rw [hS]; push_cast; ring
    · ring
  -- `C(N,2)` pair configurations, each of energy `4D`
  have A : -(psi2 N D K ⬝ᵥ H0 D (psi2 N D K)) = -(N * (N - 1) * K ^ 4) / (8 * D ^ 3) := by
    rw [hH, psi2, smul_dotProduct, dotProduct_smul, level_norm, Nat.cast_choose_two, amp]
    simp only [smul_eq_mul]
    field_simp
    ring
  -- both `E2` and `⟨y1, y1⟩` are proportional to `N`
  have B : -(-(N * K ^ 2) / (2 * D)) * (psi1 N D K ⬝ᵥ psi1 N D K)
      = N ^ 2 * K ^ 4 / (8 * D ^ 3) := by
    rw [psi1, smul_dotProduct, dotProduct_smul, level_norm, Nat.choose_one_right, amp]
    simp only [smul_eq_mul]
    field_simp
    ring
  refine ⟨A, B, ?_⟩
  rw [A, B]
  ring
```

For every $N$, every real $K$, $D>0$ and any solution through second order (`∧` is "and"),
$$-\langle y_2,H_0y_2\rangle=-\frac{N(N-1)K^4}{8D^3},\qquad -E_2\langle y_1,y_1\rangle=\frac{N^2K^4}{8D^3},\qquad \text{sum}=\frac{NK^4}{8D^3}.$$
Step `hH` is $H_0\psi_2=4Dt^2L_2$. Step `A` then computes $\langle\psi_2,H_0\psi_2\rangle=4Dt^4\binom N2=2DN(N-1)K^4/(16D^4)$. Step `B` computes $\frac{NK^2}{2D}\cdot t^2\binom N1=N^2K^4/(8D^3)$. In both, `field_simp` clears denominators before `ring`. The sum follows from $-N(N-1)+N^2=N$: the second term counts all ordered pairs of units, the first removes those with distinct units. For $N=1$ there is no pair configuration, the first term is zero and the sum is $K^4/(8D^3)$; for $N=0$ all three values vanish.

```lean
/-- For any solution through third order, `E3 = 0` and the projected fourth-order energy
`⟨y0, V y3⟩` equals `N K⁴/(8D³)`. -/
theorem fourthOrder_energy {D K E1 E2 E3 : ℝ} {y1 y2 y3 : State N} (hD : 0 < D)
    (h : ThirdOrder D K y1 y2 y3 E1 E2 E3) :
    E3 = 0 ∧ level N 0 ⬝ᵥ V K y3 = N * K ^ 4 / (8 * D ^ 3) := by
  have hD' := hD.ne'
  have w := thirdOrder_witness N hD K
  obtain ⟨rfl, rfl, rfl, rfl⟩ := secondOrder_solution hD h.second
  obtain ⟨rfl, rfl⟩ := solve_unique hD h.norm3 w.norm3 h.eq3 w.eq3
  -- only the `N` configurations with one excited unit couple to the reference
  have hs : ∀ a : ℝ, V K (a • (level N 1 - level N 3)) ∅ = K * (N * a) := by
    intro a
    simp [V, level]
  refine ⟨rfl, ?_⟩
  rw [level_zero_dot, psi3, hs, amp]
  field_simp
  ring

end

end HydrogenArrayLinkedCluster
```

```lean
#print axioms HydrogenArrayLinkedCluster.quadratic_terms_cancel
-- 'HydrogenArrayLinkedCluster.quadratic_terms_cancel' depends on axioms: [propext, Classical.choice, Quot.sound]
#print axioms HydrogenArrayLinkedCluster.fourthOrder_energy
-- 'HydrogenArrayLinkedCluster.fourthOrder_energy' depends on axioms: [propext, Classical.choice, Quot.sound]
```

For any solution through third order with $D>0$, $E_3=0$ and $\langle y_0,Vy_3\rangle=NK^4/(8D^3)$. Uniqueness gives $y_3=\psi_3$. At $S=\emptyset$ there are no removals and $N$ insertions, each landing on level 1, which is step `hs`. Thus $(V\psi_3)(\emptyset)=KNt^3=NK^4/(8D^3)$, the same value as the sum of the two terms. For comparison, the lower eigenvalue of one unit is $D-\sqrt{D^2+K^2}=-K^2/(2D)+K^4/(8D^3)-\dots$, and $N$ times its quartic term matches.

For electronic structure, this is size extensivity of the fourth-order energy, restricted to identical, non-interacting two-level units with a diagonal $H_0$ and a purely off-diagonal $V$.

## The same step in a program

In code, $S$ is an $N$-bit integer, $|S|$ is its count of set bits, and $V$ multiplies by $K$ the sum of the amplitudes at the $N$ integers obtained by flipping one bit. Order $k$ forms $w=Vy_{k-1}$, reads $E_k=w(\emptyset)$, subtracts $\sum_{j=1}^{k-1}E_jy_{k-j}$ from $w$, divides each component with $S\neq\emptyset$ by $-2D|S|$, and sets $y_k(\emptyset)=0$. The ratio $E_4/N$ should then come out as $K^4/(8D^3)$ for each $N\ge1$. Restricting the basis to $|S|\le1$, as doubles-only configuration interaction does in this model, sets $y_2=0$ and leaves $N^2K^4/(8D^3)$, which agrees with the full value at $N=1$ and exceeds it by the factor $N$ for larger arrays.
